# For $x\neq 0$, upward recursion of the two-centre integrals $B_n(x)$ multiplies an error in $B_0$ by exactly $n!/x^n$

Take the integral $B_n(x)=\int_{-1}^{1}t^n\exp(-xt)\,dt$ and go up from $n=0$ to $n=1$. Integration by parts gives

$$x B_1 = B_0-\exp(x)-\exp(-x).$$

If my value of $B_0$ is off by $e$, then $B_1$ comes out off by $e/x$, because the exponentials are the same in the computed and the exact equation. The next step multiplies the error by $2/x$, the one after by $3/x$, and so on. After $n$ steps I should have an error of exactly $e\,n!/x^n$, while $B_n$ itself stays bounded. For fixed $x>0$ the upward recursion should therefore lose all accuracy in the end, and running it downward should do the opposite.

Can this be made rigorous and machine-checked, with both recursions written out step by step in exact real arithmetic?

## One subtraction gives both error laws

Yes. I write $\exp$ for the exponential throughout, so that $e$ always means the starting error.

**The recursion.** For $n\ge 0$ and any real $x$,

$$\frac{d}{dt}\left[t^{n+1}\exp(-xt)\right]=(n+1)\,t^n\exp(-xt)-x\,t^{n+1}\exp(-xt).$$

Integrating over $[-1,1]$ gives

$$\exp(-x)-(-1)^{n+1}\exp(x)=(n+1)B_n-xB_{n+1},$$

which rearranges to

$$xB_{n+1}=(n+1)B_n+(-1)^{n+1}\exp(x)-\exp(-x).$$

**The size of the integral.** Let $x\ge 0$. On $[-1,1]$ we have $-xt\le x$, so

$$|B_n|\le \exp(x)\int_{-1}^{1}|t|^n\,dt=\frac{2\exp(x)}{n+1}.$$

**Upward.** Let $x\ne 0$, let $u_0=B_0+e$, and compute

$$u_{n+1}=\frac{(n+1)u_n+(-1)^{n+1}\exp(x)-\exp(-x)}{x}.$$

The exact integrals satisfy the same equation. Subtracting removes the exponentials:

$$u_{n+1}-B_{n+1}=\frac{n+1}{x}\,(u_n-B_n),\qquad\text{hence}\qquad u_n-B_n=\frac{e\,n!}{x^n}.$$

**Loss of accuracy.** Let $x>0$ and $e\neq 0$, fix a real $K$, and put $M=2|K|\exp(x)+1$. Since $x^n/n!\to 0$, from some $n$ on we have $x^n/n!<|e|/M$. Then

$$|u_n-B_n|=\frac{|e|\,n!}{x^n}>M>2|K|\exp(x)\ge K|B_n|.$$

**Downward.** Let $D_k(n)$ be the value at index $n$ reached after $k$ steps from a starting value $c$ at index $n+k$. Then $D_0(n)=c$ and

$$D_{k+1}(n)=\frac{xD_k(n+1)-(-1)^{n+1}\exp(x)+\exp(-x)}{n+1}.$$

Subtracting the exact equation gives

$$D_{k+1}(n)-B_n=\frac{x}{n+1}\left(D_k(n+1)-B_{n+1}\right),$$

and iterating this gives

$$D_k(n)-B_n=(c-B_{n+k})\,\frac{x^k\,n!}{(n+k)!}.$$

Now start from $c=0$ with $x\ge0$. Since $|B_{n+k}|\le 2\exp(x)$ and $n!\,k!\le(n+k)!$, the error is at most $2\exp(x)\,x^k/k!$, which tends to zero as $k$ grows.

## Both directions at $x=1$

Here $B_0=\exp(1)-\exp(-1)\approx 2.350402$. Round it to $2.35$, so that $e\approx-0.000402$. Ten upward steps multiply this by $10!=3\,628\,800$, and the error in $B_{10}$ is about $-1460$. The integral itself is at most $2\exp(1)/11\approx 0.494$ in magnitude.

Now go down from the value $0$ at index $3$, which is a poor guess, since $B_3\approx-0.4495$:

- index 2: $(0+\exp(1)+\exp(-1))/3\approx 1.0287$
- index 1: $(1.0287-\exp(1)+\exp(-1))/2\approx -0.6608$
- index 0: $-0.6608+\exp(1)+\exp(-1)\approx 2.4253$

The error is about $0.0749$, which is $-B_3/3!$, as the formula says.

## The Lean file

```lean
import Mathlib

open Real (exp)
open Filter Topology
open scoped Nat

namespace TwoCentreAuxiliaryB

noncomputable section

/-- The two-centre auxiliary integral `B_n(x)`, the integral of `t ^ n * exp (-x t)`
over `-1 ≤ t ≤ 1`. -/
def auxB (n : ℕ) (x : ℝ) : ℝ := ∫ t in (-1 : ℝ)..1, t ^ n * exp (-x * t)

/-- The upward recursion, run from the starting value `b₀` at index zero. It is meant for `x ≠ 0`;
at `x = 0` Lean's division by zero makes every value after the first zero. -/
def upward (x b₀ : ℝ) : ℕ → ℝ
  | 0 => b₀
  | n + 1 => ((n + 1) * upward x b₀ n + (-1) ^ (n + 1) * exp x - exp (-x)) / x

/-- The downward recursion: `downward x c k n` is the value at index `n` obtained after
`k` steps from the starting value `c` at index `n + k`. -/
def downward (x c : ℝ) : ℕ → ℕ → ℝ
  | 0, _ => c
  | k + 1, n =>
    (x * downward x c k (n + 1) - (-1) ^ (n + 1) * exp x + exp (-x)) / (n + 1)

/-- The recursion linking auxiliary integrals of neighbouring index. -/
theorem auxB_succ (n : ℕ) (x : ℝ) :
    x * auxB (n + 1) x = (n + 1) * auxB n x + (-1) ^ (n + 1) * exp x - exp (-x) := by
  -- differentiate `t ^ (n + 1) * exp (-x t)` and integrate over the interval
  have hd : ∀ t ∈ Set.uIcc (-1 : ℝ) 1,
      HasDerivAt (fun t : ℝ => t ^ (n + 1) * exp (-x * t))
        (((n : ℝ) + 1) * (t ^ n * exp (-x * t)) - x * (t ^ (n + 1) * exp (-x * t))) t := by
    intro t _
    have h1 : HasDerivAt (fun t : ℝ => t ^ (n + 1)) (((n + 1 : ℕ) : ℝ) * t ^ n) t := by
      simpa using hasDerivAt_pow (n + 1) t
    have h2 : HasDerivAt (fun s : ℝ => -x * s) (-x) t :=
      ((hasDerivAt_id t).const_mul (-x)).congr_deriv (mul_one _)
    exact (h1.mul h2.exp).congr_deriv (by push_cast; ring)
  have i1 : IntervalIntegrable (fun t : ℝ => ((n : ℝ) + 1) * (t ^ n * exp (-x * t)))
      MeasureTheory.volume (-1) 1 := Continuous.intervalIntegrable (by fun_prop) _ _
  have i2 : IntervalIntegrable (fun t : ℝ => x * (t ^ (n + 1) * exp (-x * t)))
      MeasureTheory.volume (-1) 1 := Continuous.intervalIntegrable (by fun_prop) _ _
  have key := intervalIntegral.integral_eq_sub_of_hasDerivAt hd (i1.sub i2)
  rw [intervalIntegral.integral_sub i1 i2, intervalIntegral.integral_const_mul,
    intervalIntegral.integral_const_mul] at key
  have e1 : -x * (-1) = x := by ring
  have e2 : -x * 1 = -x := by ring
  simp only [e1, e2, one_pow, one_mul] at key
  unfold auxB
  linear_combination (-1 : ℝ) * key

/-- For `x ≥ 0` the auxiliary integral is at most `2 exp x / (n + 1)` in magnitude. -/
theorem abs_auxB_le (n : ℕ) {x : ℝ} (hx : 0 ≤ x) :
    |auxB n x| ≤ 2 * exp x / (n + 1) := by
  have hc : Continuous (fun t : ℝ => |t| ^ n) := continuous_abs.pow n
  have hf : Continuous (fun t : ℝ => t ^ n * exp (-x * t)) := by fun_prop
  -- the two halves of the interval contribute equally to the integral of `|t| ^ n`
  have h0 : ∫ t in (0 : ℝ)..1, |t| ^ n = 1 / ((n : ℝ) + 1) := by
    have h : ∫ t in (0 : ℝ)..1, |t| ^ n = ∫ t in (0 : ℝ)..1, t ^ n := by
      apply intervalIntegral.integral_congr
      intro t ht
      rw [Set.uIcc_of_le zero_le_one] at ht
      simp only [abs_of_nonneg ht.1]
    rw [h, integral_pow]
    simp
  have h1 : ∫ t in (-1 : ℝ)..0, |t| ^ n = 1 / ((n : ℝ) + 1) := by
    have h := intervalIntegral.integral_comp_neg (a := 0) (b := 1) (fun t : ℝ => |t| ^ n)
    simp only [abs_neg, neg_zero] at h
    rw [← h, h0]
  unfold auxB
  calc |∫ t in (-1 : ℝ)..1, t ^ n * exp (-x * t)|
      ≤ ∫ t in (-1 : ℝ)..1, |t ^ n * exp (-x * t)| :=
        intervalIntegral.abs_integral_le_integral_abs (by norm_num)
    _ ≤ ∫ t in (-1 : ℝ)..1, |t| ^ n * exp x := by
        apply intervalIntegral.integral_mono_on (by norm_num)
          (hf.abs.intervalIntegrable _ _) ((hc.mul continuous_const).intervalIntegrable _ _)
        intro t ht
        rw [abs_mul, abs_pow, Real.abs_exp]
        refine mul_le_mul_of_nonneg_left (Real.exp_le_exp.mpr ?_) (by positivity)
        nlinarith [mul_nonneg hx (by linarith [ht.1] : (0 : ℝ) ≤ 1 + t)]
    _ = 2 * exp x / (n + 1) := by
        rw [intervalIntegral.integral_mul_const,
          ← intervalIntegral.integral_add_adjacent_intervals
            (hc.intervalIntegrable (-1) 0) (hc.intervalIntegrable 0 1), h1, h0]
        ring

/-- For `x ≠ 0`, an error `e` in the starting value `B_0` becomes exactly `e n! / x ^ n` after `n`
steps of the upward recursion. -/
theorem upward_error {x : ℝ} (hx : x ≠ 0) (e : ℝ) (n : ℕ) :
    upward x (auxB 0 x + e) n - auxB n x = e * (n ! : ℝ) / x ^ n := by
  induction n with
  | zero => simp [upward]
  | succ n ih =>
    have hB : auxB (n + 1) x
        = ((n + 1) * auxB n x + (-1) ^ (n + 1) * exp x - exp (-x)) / x := by
      rw [eq_div_iff hx]
      linear_combination auxB_succ n x
    -- the inhomogeneous terms cancel in the difference
    calc upward x (auxB 0 x + e) (n + 1) - auxB (n + 1) x
        = ((n : ℝ) + 1) * (upward x (auxB 0 x + e) n - auxB n x) / x := by
          rw [upward, hB]
          ring
      _ = e * ((n + 1)! : ℝ) / x ^ (n + 1) := by
          rw [ih, Nat.factorial_succ]
          push_cast
          ring

/-- Upward instability: for `x > 0` and any nonzero starting error, the error of the upward
recursion eventually exceeds every fixed multiple `K` of the exact integral's magnitude. -/
theorem upward_unstable {x e : ℝ} (hx : 0 < x) (he : e ≠ 0) (K : ℝ) :
    ∀ᶠ n in atTop, K * |auxB n x| < |upward x (auxB 0 x + e) n - auxB n x| := by
  have hM : 0 < |K| * (2 * exp x) + 1 := by positivity
  have h := (FloorSemiring.tendsto_pow_div_factorial_atTop x).eventually_lt_const
    (div_pos (abs_pos.mpr he) hM)
  filter_upwards [h] with n hn
  have hf : (0 : ℝ) < (n ! : ℝ) := by exact_mod_cast Nat.factorial_pos n
  rw [div_lt_div_iff₀ hf hM] at hn
  have hB : |auxB n x| ≤ 2 * exp x :=
    (abs_auxB_le n hx.le).trans
      (div_le_self (by positivity) (by linarith [Nat.cast_nonneg (α := ℝ) n]))
  rw [upward_error hx.ne', abs_div, abs_mul, abs_of_pos (pow_pos hx n), Nat.abs_cast]
  calc K * |auxB n x| ≤ |K| * (2 * exp x) :=
        mul_le_mul (le_abs_self K) hB (abs_nonneg _) (abs_nonneg _)
    _ < |K| * (2 * exp x) + 1 := lt_add_one _
    _ < |e| * (n ! : ℝ) / x ^ n := by
        rw [lt_div_iff₀ (pow_pos hx n)]
        linarith

/-- After `k` downward steps from index `n + k` to index `n`, the starting error is
multiplied by exactly `x ^ k n! / (n + k)!`. -/
theorem downward_error (x c : ℝ) (k n : ℕ) :
    downward x c k n - auxB n x
      = (c - auxB (n + k) x) * (x ^ k * (n ! : ℝ) / ((n + k)! : ℝ)) := by
  induction k generalizing n with
  | zero =>
    have hf : (n ! : ℝ) ≠ 0 := by exact_mod_cast Nat.factorial_ne_zero n
    simp [downward, hf]
  | succ k ih =>
    have hn : (n : ℝ) + 1 ≠ 0 := by positivity
    have hB : auxB n x
        = (x * auxB (n + 1) x - (-1) ^ (n + 1) * exp x + exp (-x)) / (n + 1) := by
      rw [eq_div_iff hn]
      linear_combination (-1 : ℝ) * auxB_succ n x
    have hi := ih (n + 1)
    rw [show n + 1 + k = n + (k + 1) by omega, Nat.factorial_succ n] at hi
    calc downward x c (k + 1) n - auxB n x
        = x * (downward x c k (n + 1) - auxB (n + 1) x) / (n + 1) := by
          rw [downward, hB]
          ring
      _ = _ := by
          rw [hi, div_eq_iff hn]
          push_cast
          ring

/-- For `x ≥ 0`, starting the downward recursion from zero, `k` steps above the wanted
index, gives an error of at most `2 exp x * x ^ k / k!`. -/
theorem abs_downward_zero_sub_le {x : ℝ} (hx : 0 ≤ x) (k n : ℕ) :
    |downward x 0 k n - auxB n x| ≤ 2 * exp x * (x ^ k / (k ! : ℝ)) := by
  have hpos : ∀ m : ℕ, (0 : ℝ) < (m ! : ℝ) := fun m => by
    exact_mod_cast Nat.factorial_pos m
  have hB : |auxB (n + k) x| ≤ 2 * exp x :=
    (abs_auxB_le (n + k) hx).trans
      (div_le_self (by positivity) (by linarith [Nat.cast_nonneg (α := ℝ) (n + k)]))
  have hfac : (n ! : ℝ) * (k ! : ℝ) ≤ ((n + k)! : ℝ) := by
    exact_mod_cast Nat.le_of_dvd (Nat.factorial_pos _)
      (Nat.factorial_mul_factorial_dvd_factorial_add n k)
  have hq : 0 ≤ x ^ k * (n ! : ℝ) / ((n + k)! : ℝ) :=
    div_nonneg (mul_nonneg (pow_nonneg hx k) (hpos n).le) (hpos (n + k)).le
  rw [downward_error, zero_sub, abs_mul, abs_neg, abs_of_nonneg hq]
  refine mul_le_mul hB ?_ hq (by positivity)
  rw [div_le_div_iff₀ (hpos (n + k)) (hpos k), mul_assoc]
  exact mul_le_mul_of_nonneg_left hfac (pow_nonneg hx k)

/-- For `x ≥ 0`, the downward recursion started from zero converges to the exact integral
`B_n(x)` as the starting index is raised. -/
theorem downward_tendsto {x : ℝ} (hx : 0 ≤ x) (n : ℕ) :
    Tendsto (fun k => downward x 0 k n) atTop (𝓝 (auxB n x)) := by
  rw [tendsto_iff_norm_sub_tendsto_zero]
  refine squeeze_zero (fun k => norm_nonneg _)
    (fun k => abs_downward_zero_sub_le hx k n) ?_
  have h := (FloorSemiring.tendsto_pow_div_factorial_atTop x).const_mul (2 * exp x)
  rwa [mul_zero] at h

end

end TwoCentreAuxiliaryB
```

```lean
#print axioms TwoCentreAuxiliaryB.upward_unstable
-- 'TwoCentreAuxiliaryB.upward_unstable' depends on axioms: [propext, Classical.choice, Quot.sound]
#print axioms TwoCentreAuxiliaryB.downward_tendsto
-- 'TwoCentreAuxiliaryB.downward_tendsto' depends on axioms: [propext, Classical.choice, Quot.sound]
```

## How the theorems read

`auxB n x` is $B_n(x)$, with `n` a natural number and `x` a real number. `upward x b₀ n` is $u_n$ started from `b₀`, and `downward x c k n` is $D_k(n)$. Both are recursive functions that carry out the division at each step. The indices are those used above, so the recursion links `n + 1` to `n` and needs no side condition $n\ge1$.

- `auxB_succ` is the recursion for every real $x$, including zero and negative values.
- `abs_auxB_le` is the bound $2\exp(x)/(n+1)$ for $x\ge0$.
- `upward_error` is the exact error law. It assumes `x ≠ 0`, since the upward step divides by $x$.
- `upward_unstable` says that for $x>0$, $e\ne0$ and any real $K$, the inequality $K|B_n|<|u_n-B_n|$ holds from some index on; this is the meaning of `∀ᶠ n in atTop`. Where that index lies depends on $x$, $e$ and $K$, and the theorem gives no value for it.
- `downward_error` is the exact downward law, for all real $x$ and $c$.
- `abs_downward_zero_sub_le` and `downward_tendsto` give the error bound and the convergence for a start from zero, with $x\ge0$.

The arithmetic is that of exact real numbers. The only error is the one in the starting value; rounding within the steps and errors in the computed exponentials are not modelled.

The instability is a statement about large $n$ at fixed $x$. The step from $n$ to $n+1$ multiplies the error by $(n+1)/x$, so for large $x$ the error first shrinks and grows only once $n+1>x$.

These integrals occur in overlap integrals between Slater-type orbitals on two centres, where $x$ is half the internuclear distance times the difference of the two exponents. If that difference is negative, the relation $B_n(-x)=(-1)^nB_n(x)$, from the reflection $t\mapsto-t$, leads back to positive $x$. Within the exact-arithmetic model, the results show why small $x$, which at a given distance comes from nearly equal exponents, is bad for the upward direction. For equal exponents $x=0$, where the upward step is unavailable and the downward one still works.

The upward part could also have been stated for any sequence $b_n$ that satisfies $xb_{n+1}=(n+1)b_n+(-1)^{n+1}\exp(x)-\exp(-x)$, with no algorithm defined. For $x\neq0$ this changes nothing, because the relation and $b_0$ fix the whole sequence. At $x=0$ the relation reads $(n+1)b_n=1-(-1)^{n+1}$, which forces $b_0=2=B_0(0)$ and leaves no room for a nonzero $e$. The recursive function keeps the starting value free and makes the division visible.

## How the proofs follow the derivation

**`auxB_succ`.** The statement `hd` is the derivative of $t^{n+1}\exp(-xt)$, obtained from the product rule. The fundamental theorem of calculus, `integral_eq_sub_of_hasDerivAt`, turns it into the integrated equation `key`, and `linear_combination` rearranges that into the recursion.

**`abs_auxB_le`.** `h0` and `h1` compute the integral of $|t|^n$ over $[0,1]$ and $[-1,0]$, the second by the reflection $t\mapsto-t$. The `calc` chain moves the absolute value inside the integral, replaces $\exp(-xt)$ by $\exp(x)$, and adds the two halves. The inequality $-xt\le x$ comes from $x(1+t)\ge0$, which is passed to `nlinarith`.

**`upward_error`.** This is an induction on $n$. `hB` is the exact recursion solved for $B_{n+1}$. The first `calc` step is the subtraction in which the exponentials cancel, and the second inserts the induction hypothesis and $(n+1)!=(n+1)\,n!$.

**`upward_unstable`.** The quantity shown positive in `hM` is $M$. Mathlib's limit $x^n/n!\to0$ supplies the indices with $x^n/n!<|e|/M$. After `upward_error` has rewritten the error, the final `calc` is the chain of inequalities given above.

**`downward_error`.** This is an induction on the number of steps $k$, with the target index left general (`generalizing n`), because $D_{k+1}(n)$ is built from $D_k(n+1)$. The cancellation is the same as in the upward case, with the exact recursion now solved for $B_n$.

**`abs_downward_zero_sub_le` and `downward_tendsto`.** The first combines the exact law with $|B_{n+k}|\le2\exp(x)$ and with `hfac`, the inequality $n!\,k!\le(n+k)!$, which follows because the left side divides the right. The second squeezes the error between zero and this bound.
